# Face-centred cubic attains the greatest density among lattice packings of equal spheres in three dimensions

A lattice is represented here by a real $3\times3$ matrix $A$ with $\det A\neq0$. Its columns are the primitive vectors, its points are $Am$ with $m$ an integer vector, and its primitive cell has volume $|\det A|$. With one sphere per cell, density is sphere volume divided by cell volume. Packings with several spheres per primitive cell, such as hcp, are not covered, nor is uniqueness of fcc.

In Lean 4 with Mathlib:

```lean
import Mathlib

open Matrix
open scoped Real

namespace DensestLatticePacking

noncomputable section
```

Mathlib supplies the matrices and the real numbers.

```lean
/-- The lattice point with integer coordinates `m`; the columns of `A` are the primitive vectors. -/
def latticeVec (A : Matrix (Fin 3) (Fin 3) ℝ) (m : Fin 3 → ℤ) : Fin 3 → ℝ :=
  A *ᵥ fun i => (m i : ℝ)
```

`latticeVec A m` is the point $Am$. The type `Fin 3 → ℤ` holds three integers, indexed 0, 1, 2.

```lean
/-- The scalar product of two lattice vectors. -/
def latticeDot (A : Matrix (Fin 3) (Fin 3) ℝ) (m n : Fin 3 → ℤ) : ℝ :=
  latticeVec A m ⬝ᵥ latticeVec A n
```

This is the scalar product $(Am)\cdot(An)$.

```lean
/-- The Euclidean length of a lattice vector. -/
def latticeNorm (A : Matrix (Fin 3) (Fin 3) ℝ) (m : Fin 3 → ℤ) : ℝ :=
  ‖(WithLp.toLp 2 (latticeVec A m) : EuclideanSpace ℝ (Fin 3))‖
```

`WithLp.toLp 2` selects the Euclidean norm, so this is $\|Am\|$.

```lean
/-- The face-centred cubic basis (0,1,1), (1,0,1), (1,1,0). -/
def fcc : Matrix (Fin 3) (Fin 3) ℝ := !![0, 1, 1; 1, 0, 1; 1, 1, 0]
```

The conventional cubic edge is 2 in these units.

```lean
/-- The squared length of a lattice vector is its scalar product with itself. -/
theorem latticeNorm_sq (A : Matrix (Fin 3) (Fin 3) ℝ) (m : Fin 3 → ℤ) :
    latticeNorm A m ^ 2 = latticeDot A m m := by
  rw [latticeNorm, EuclideanSpace.norm_sq_eq]
  simp only [Real.norm_eq_abs, latticeDot, dotProduct, pow_two, abs_mul_abs_self]
```

In symbols, $\|Am\|^2=(Am)\cdot(Am)$. The proof expands both sides in components.

```lean
/-- The squared length of a lattice vector after integer multiples of two lattice vectors are added
to it. -/
theorem latticeDot_combo (A : Matrix (Fin 3) (Fin 3) ℝ) (u v w : Fin 3 → ℤ) (s t : ℤ) :
    latticeDot A (u + s • v + t • w) (u + s • v + t • w) =
      latticeDot A u u + (s ^ 2 * latticeDot A v v + t ^ 2 * latticeDot A w w
        + 2 * (s * latticeDot A u v + t * latticeDot A u w + s * t * latticeDot A v w)) := by
  have h : ∀ i, latticeVec A (u + s • v + t • w) i =
      latticeVec A u i + s * latticeVec A v i + t * latticeVec A w i := by
    intro i
    simp only [latticeVec, mulVec, dotProduct, Fin.sum_univ_three, Pi.add_apply,
      Pi.smul_apply, smul_eq_mul]
    push_cast
    ring
  simp only [latticeDot, dotProduct, Fin.sum_univ_three, h]
  ring
```

For lattice vectors $u,v,w$ and integers $s,t$, this expands $|u+sv+tw|^2$. `ring` does the algebra.

```lean
/-- Only finitely many vectors of a nondegenerate lattice have squared length at most `R`. -/
theorem finite_short (A : Matrix (Fin 3) (Fin 3) ℝ) (hA : A.det ≠ 0) (R : ℝ) :
    {m : Fin 3 → ℤ | latticeDot A m m ≤ R}.Finite := by
  refine (Set.finite_Icc (fun i => -⌈∑ j, |A⁻¹ i j| * (R + 1)⌉)
    (fun i => ⌈∑ j, |A⁻¹ i j| * (R + 1)⌉)).subset ?_
  intro m hm
  have hinv : A⁻¹ *ᵥ latticeVec A m = fun i => (m i : ℝ) := by
    rw [latticeVec, Matrix.mulVec_mulVec,
      Matrix.nonsing_inv_mul A (isUnit_iff_ne_zero.mpr hA), Matrix.one_mulVec]
  have hc : ∀ j, |latticeVec A m j| ≤ R + 1 := by
    intro j
    have h1 : latticeVec A m j * latticeVec A m j ≤ latticeDot A m m :=
      Finset.single_le_sum (f := fun j => latticeVec A m j * latticeVec A m j)
        (fun i _ => mul_self_nonneg _) (Finset.mem_univ j)
    have h2 : latticeDot A m m ≤ R := hm
    rw [abs_le]
    constructor <;> nlinarith [sq_nonneg (latticeVec A m j - 1),
      sq_nonneg (latticeVec A m j + 1), mul_self_nonneg (latticeVec A m j)]
  have hb : ∀ i, |(m i : ℝ)| ≤ (⌈∑ j, |A⁻¹ i j| * (R + 1)⌉ : ℝ) := by
    intro i
    have e : (m i : ℝ) = ∑ j, A⁻¹ i j * latticeVec A m j := (congrFun hinv i).symm
    refine le_trans ?_ (Int.le_ceil _)
    rw [e]
    refine (Finset.abs_sum_le_sum_abs _ _).trans (Finset.sum_le_sum fun j _ => ?_)
    rw [abs_mul]
    exact mul_le_mul_of_nonneg_left (hc j) (abs_nonneg _)
  exact ⟨fun i => by exact_mod_cast (abs_le.mp (hb i)).1,
    fun i => by exact_mod_cast (abs_le.mp (hb i)).2⟩
```

Let $x=Am$ and $|x|^2\le R$. Then $2|x_j|\le x_j^2+1\le R+1$, so $|x_j|\le R+1$. Since $m=A^{-1}x$, each $|m_i|$ is at most $\sum_j|A^{-1}_{ij}|(R+1)$. The integer vectors in such a box are finite in number.

```lean
/-- Gauss's inequality for a reduced Gram matrix with sorted diagonal `a ≤ b ≤ c`: the product
of the squared lengths is at most twice the Gram determinant. -/
theorem gauss_sorted {a b c f g h : ℝ} (ha : 0 ≤ a) (hab : a ≤ b) (hbc : b ≤ c)
    (h2 : ∀ s t : ℤ, 0 ≤ s ^ 2 * a + t ^ 2 * c + 2 * (s * h + t * f + s * t * g))
    (h3 : ∀ s t : ℤ, 0 ≤ s ^ 2 * a + t ^ 2 * b + 2 * (s * g + t * f + s * t * h)) :
    a * b * c ≤ 2 * (a * b * c + 2 * f * g * h - a * f ^ 2 - b * g ^ 2 - c * h ^ 2) := by
  have hb := ha.trans hab
  have hc := hb.trans hbc
  have ab := sub_nonneg.mpr hab
  have bc := sub_nonneg.mpr hbc
  -- acute sign pattern
  have acute : ∀ F G H : ℝ, 0 ≤ F → 0 ≤ G → 0 ≤ H → 0 ≤ b - F → 0 ≤ a - G → 0 ≤ a - H →
      0 ≤ 2 * a * b * c + F * G * H - a * F ^ 2 - b * G ^ 2 - c * H ^ 2 := by
    intro F G H hF hG hH xF xG xH
    have k : 0 ≤ a * b - F * G := by nlinarith [mul_nonneg xF ha, mul_nonneg hF xG]
    linarith [mul_nonneg (mul_nonneg ha hF) xF, mul_nonneg (mul_nonneg hb hG) xG,
      mul_nonneg (mul_nonneg hc hH) xH, mul_nonneg (mul_nonneg ha xF) xG, mul_nonneg xH k,
      mul_nonneg (mul_nonneg ha ab) xF, mul_nonneg (mul_nonneg ha bc) xH,
      mul_nonneg (mul_nonneg ha hb) bc, mul_nonneg (mul_nonneg ha hc) ab]
  -- obtuse sign pattern, where the body diagonal also matters
  have obtuse : ∀ F G H : ℝ, 0 ≤ F → 0 ≤ G → 0 ≤ H → 0 ≤ b - F → 0 ≤ a - G → 0 ≤ a - H →
      0 ≤ a + b - F - G - H →
      0 ≤ 2 * a * b * c - F * G * H - a * F ^ 2 - b * G ^ 2 - c * H ^ 2 := by
    intro F G H hF hG hH xF xG xH hs
    have k : 0 ≤ 2 * a * b - H ^ 2 := by
      nlinarith [mul_nonneg ha ab, mul_nonneg ha xH, mul_nonneg hH xH, mul_nonneg ha hb]
    have kF : 0 ≤ 2 * b - F := by linarith
    have kb : 0 ≤ b + F := by linarith
    rcases le_total (G + H) a with hle | hle
    · have k1 : 0 ≤ a - (G + H) := by linarith
      have k2 : 0 ≤ a + (G + H) := by linarith
      linarith [mul_nonneg bc k, mul_nonneg (mul_nonneg kF hG) hH,
        mul_nonneg (mul_nonneg ha xF) kb, mul_nonneg (mul_nonneg hb k1) k2,
        mul_nonneg (mul_nonneg ha hb) ab]
    · have k1 : 0 ≤ G + H - a := by linarith
      have k2 : 0 ≤ 2 * a - G - H := by linarith
      linarith [mul_nonneg bc k, mul_nonneg (mul_nonneg kF xG) xH,
        mul_nonneg (mul_nonneg hb k1) k2, mul_nonneg (mul_nonneg ha hb) ab,
        mul_nonneg (mul_nonneg ha hs) kb]
  have f1 := h3 0 1
  have f2 := h3 0 (-1)
  have g1 := h3 1 0
  have g2 := h3 (-1) 0
  have e1 := h2 1 0
  have e2 := h2 (-1) 0
  have s1 := h3 1 1
  have s2 := h3 1 (-1)
  have s3 := h3 (-1) 1
  have s4 := h3 (-1) (-1)
  norm_num at f1 f2 g1 g2 e1 e2 s1 s2 s3 s4
  rcases le_total 0 f with hf | hf <;> rcases le_total 0 g with hg | hg <;>
    rcases le_total 0 h with hh | hh
  · linarith [acute (2*f) (2*g) (2*h) (by linarith) (by linarith) (by linarith)
      (by linarith) (by linarith) (by linarith)]
  · linarith [obtuse (2*f) (2*g) (-2*h) (by linarith) (by linarith) (by linarith)
      (by linarith) (by linarith) (by linarith) (by linarith)]
  · linarith [obtuse (2*f) (-2*g) (2*h) (by linarith) (by linarith) (by linarith)
      (by linarith) (by linarith) (by linarith) (by linarith)]
  · linarith [acute (2*f) (-2*g) (-2*h) (by linarith) (by linarith) (by linarith)
      (by linarith) (by linarith) (by linarith)]
  · linarith [obtuse (-2*f) (2*g) (2*h) (by linarith) (by linarith) (by linarith)
      (by linarith) (by linarith) (by linarith) (by linarith)]
  · linarith [acute (-2*f) (2*g) (-2*h) (by linarith) (by linarith) (by linarith)
      (by linarith) (by linarith) (by linarith)]
  · linarith [acute (-2*f) (-2*g) (2*h) (by linarith) (by linarith) (by linarith)
      (by linarith) (by linarith) (by linarith)]
  · linarith [obtuse (-2*f) (-2*g) (-2*h) (by linarith) (by linarith) (by linarith)
      (by linarith) (by linarith) (by linarith) (by linarith)]
```

Think of $a\le b\le c$ as the squared lengths of $v_0,v_1,v_2$, with $f=v_1\cdot v_2$, $g=v_0\cdot v_2$, $h=v_0\cdot v_1$. The hypotheses `h2` and `h3` say that adding integer multiples of the other two vectors to $v_1$ or $v_2$ does not shorten it.

Put $F=2|f|$, $G=2|g|$, $H=2|h|$. Taking $s,t\in\{0,\pm1\}$ gives $F\le b$ and $G,H\le a$. Doubling the claim turns it into
$$0\le 2abc\pm FGH-aF^2-bG^2-cH^2,$$
with the sign of $fgh$. For the plus sign, the right side equals
$$\begin{aligned}&aF(b-F)+bG(a-G)+cH(a-H)\\&+a(b-F)(a-G)+(a-H)(ab-FG)\\&+a(b-a)(b-F)+a(c-b)(a-H)\\&+ab(c-b)+ac(b-a).\end{aligned}$$

For the minus sign, `h3` with $s,t=\pm1$ also gives $\sigma=a+b-F-G-H\ge0$. If $G+H\le a$, the right side is
$$\begin{aligned}&(c-b)(2ab-H^2)+(2b-F)GH+a(b^2-F^2)\\&+b\bigl(a^2-(G+H)^2\bigr)+ab(b-a).\end{aligned}$$
If $G+H\ge a$, it is
$$\begin{aligned}&(c-b)(2ab-H^2)+(2b-F)(a-G)(a-H)\\&+b(G+H-a)(2a-G-H)+ab(b-a)+a\sigma(b+F).\end{aligned}$$
Every term is nonnegative. The code proves this term by term, and `linarith` adds the terms.

```lean
/-- Every nondegenerate lattice has a primitive basis whose squared lengths multiply to at most
twice the squared cell volume. -/
theorem exists_reduced_basis (A : Matrix (Fin 3) (Fin 3) ℝ) (hA : A.det ≠ 0) :
    ∃ p : Fin 3 → Fin 3 → ℤ, (Matrix.of p).det ^ 2 = 1 ∧
      latticeDot A (p 0) (p 0) * latticeDot A (p 1) (p 1) * latticeDot A (p 2) (p 2)
        ≤ 2 * A.det ^ 2 := by
  have nn : ∀ m, 0 ≤ latticeDot A m m := fun m => by
    rw [← latticeNorm_sq]; positivity
  have comm : ∀ m n, latticeDot A m n = latticeDot A n m := fun m n => dotProduct_comm _ _
  -- a basis with the least sum of squared lengths
  let S : (Fin 3 → Fin 3 → ℤ) → ℝ := fun p => ∑ i, latticeDot A (p i) (p i)
  let p₀ : Fin 3 → Fin 3 → ℤ := ![![1, 0, 0], ![0, 1, 0], ![0, 0, 1]]
  have hfin : {p : Fin 3 → Fin 3 → ℤ | (Matrix.of p).det ^ 2 = 1 ∧ S p ≤ S p₀}.Finite := by
    refine (Set.Finite.pi' fun _ : Fin 3 => finite_short A hA (S p₀)).subset ?_
    intro p hp i
    exact (Finset.single_le_sum (f := fun i => latticeDot A (p i) (p i))
      (fun i _ => nn _) (Finset.mem_univ i)).trans hp.2
  obtain ⟨p, ⟨hp, hp0⟩, hm⟩ := Set.exists_min_image _ S hfin
    ⟨p₀, by simp [p₀, Matrix.det_fin_three], le_rfl⟩
  have hmin : ∀ q : Fin 3 → Fin 3 → ℤ, (Matrix.of q).det = (Matrix.of p).det → S p ≤ S q := by
    intro q hq
    rcases le_total (S q) (S p₀) with h | h
    · exact hm q ⟨by rw [hq]; exact hp, h⟩
    · exact hp0.trans h
  refine ⟨p, hp, ?_⟩
  -- changing one basis vector cannot lower the sum
  have h1 := fun s t : ℤ => hmin ![p 0 + s • p 1 + t • p 2, p 1, p 2]
    (by simp [Matrix.det_fin_three]; ring)
  have h2 := fun s t : ℤ => hmin ![p 0, p 1 + s • p 0 + t • p 2, p 2]
    (by simp [Matrix.det_fin_three]; ring)
  have h3 := fun s t : ℤ => hmin ![p 0, p 1, p 2 + s • p 0 + t • p 1]
    (by simp [Matrix.det_fin_three]; ring)
  simp only [S, Fin.sum_univ_three, Matrix.cons_val, latticeDot_combo] at h1 h2 h3
  rw [comm (p 1) (p 0)] at h2
  rw [comm (p 2) (p 0), comm (p 2) (p 1)] at h3
  -- the Gram determinant is the squared cell volume
  have hdet : (Matrix.of ![latticeVec A (p 0), latticeVec A (p 1), latticeVec A (p 2)]).det
      = A.det * ((Matrix.of p).det : ℝ) := by
    simp [Matrix.det_fin_three, latticeVec, mulVec, dotProduct, Fin.sum_univ_three]
    ring
  have hpR : ((Matrix.of p).det : ℝ) ^ 2 = 1 := by exact_mod_cast hp
  have gram : A.det ^ 2 = latticeDot A (p 0) (p 0) * latticeDot A (p 1) (p 1)
      * latticeDot A (p 2) (p 2) + 2 * latticeDot A (p 1) (p 2) * latticeDot A (p 0) (p 2)
      * latticeDot A (p 0) (p 1) - latticeDot A (p 0) (p 0) * latticeDot A (p 1) (p 2) ^ 2
      - latticeDot A (p 1) (p 1) * latticeDot A (p 0) (p 2) ^ 2
      - latticeDot A (p 2) (p 2) * latticeDot A (p 0) (p 1) ^ 2 := by
    rw [← mul_one (A.det ^ 2), ← hpR, ← mul_pow, ← hdet]
    simp only [Matrix.det_fin_three, Matrix.of_apply, Matrix.cons_val, latticeDot, dotProduct,
      Fin.sum_univ_three]
    ring
  rw [gram]
  have na := nn (p 0)
  have nb := nn (p 1)
  have nc := nn (p 2)
  generalize latticeDot A (p 0) (p 0) = a at *
  generalize latticeDot A (p 1) (p 1) = b at *
  generalize latticeDot A (p 2) (p 2) = c at *
  generalize latticeDot A (p 1) (p 2) = f at *
  generalize latticeDot A (p 0) (p 2) = g at *
  generalize latticeDot A (p 0) (p 1) = h at *
  -- sort the three lengths
  rcases le_total a b with ab | ab
  · rcases le_total b c with bc | bc
    · exact gauss_sorted na ab bc (fun s t => by linarith [h2 s t])
        (fun s t => by linarith [h3 s t])
    · rcases le_total a c with ac | ac
      · linarith [gauss_sorted (f := f) (g := h) (h := g) na ac bc
          (fun s t => by linarith [h3 s t]) (fun s t => by linarith [h2 s t])]
      · linarith [gauss_sorted (f := h) (g := f) (h := g) nc ac ab
          (fun s t => by linarith [h1 t s]) (fun s t => by linarith [h2 t s])]
  · rcases le_total b c with bc | bc
    · rcases le_total a c with ac | ac
      · linarith [gauss_sorted (f := g) (g := f) (h := h) nb ab ac
          (fun s t => by linarith [h1 s t]) (fun s t => by linarith [h3 t s])]
      · linarith [gauss_sorted (f := g) (g := h) (h := f) nb bc ac
          (fun s t => by linarith [h3 t s]) (fun s t => by linarith [h1 s t])]
    · linarith [gauss_sorted (f := h) (g := g) (h := f) nc bc ab
        (fun s t => by linarith [h2 t s]) (fun s t => by linarith [h1 t s])]
```

The integer vectors $p_0,p_1,p_2$ have determinant $\pm1$, so the $v_i=Ap_i$ form a primitive basis. By `finite_short`, only finitely many such bases have a sum of squared lengths no greater than that of the original basis, so a minimiser exists. Adding multiples of two vectors to the third preserves the determinant and cannot lower the sum, which supplies the hypotheses of `gauss_sorted`. The Gram determinant is
$$abc+2fgh-af^2-bg^2-ch^2=(\det A)^2.$$
Treating the six orderings of the lengths gives $abc\le2(\det A)^2$.

```lean
/-- Every nondegenerate lattice has a nonzero vector whose length to the sixth power is at most
twice the squared cell volume. -/
theorem exists_short_vector (A : Matrix (Fin 3) (Fin 3) ℝ) (hA : A.det ≠ 0) :
    ∃ m : Fin 3 → ℤ, m ≠ 0 ∧ latticeNorm A m ^ 6 ≤ 2 * A.det ^ 2 := by
  obtain ⟨p, hp, hle⟩ := exists_reduced_basis A hA
  have nn : ∀ m, 0 ≤ latticeDot A m m := fun m => by
    rw [← latticeNorm_sq]; positivity
  obtain ⟨i, hi⟩ := Finite.exists_min (fun i => latticeDot A (p i) (p i))
  refine ⟨p i, ?_, ?_⟩
  · intro h0
    have hz : (Matrix.of p).det = 0 :=
      Matrix.det_eq_zero_of_row_eq_zero i (fun j => congrFun h0 j)
    rw [hz] at hp
    norm_num at hp
  · calc latticeNorm A (p i) ^ 6 = (latticeNorm A (p i) ^ 2) ^ 3 := by ring
      _ = latticeDot A (p i) (p i) * latticeDot A (p i) (p i) * latticeDot A (p i) (p i) := by
          rw [latticeNorm_sq]; ring
      _ ≤ _ := mul_le_mul (mul_le_mul (hi 0) (hi 1) (nn _) (nn _)) (hi 2) (nn _)
          (mul_nonneg (nn _) (nn _))
      _ ≤ _ := hle
```

The shortest of the three vectors satisfies $\|Ap_i\|^6\le abc\le2(\det A)^2$. It is nonzero, since a zero row would make the determinant vanish.

For a periodic simulation cell with three independent translations and volume $V$, every atom therefore has a periodic image of itself at a distance of at most $2^{1/6}V^{1/3}$.

```lean
/-- The fcc cell has volume 2 and every nonzero fcc lattice vector has squared length at
least 2. -/
theorem fcc_geometry : fcc.det = 2 ∧ ∀ m : Fin 3 → ℤ, m ≠ 0 → 2 ≤ latticeNorm fcc m ^ 2 := by
  refine ⟨by (simp [fcc, Matrix.det_fin_three]; norm_num), fun m hm => ?_⟩
  have e : latticeNorm fcc m ^ 2 = ((2 * (m 0 ^ 2 + m 1 ^ 2 + m 2 ^ 2
      + m 0 * m 1 + m 1 * m 2 + m 0 * m 2) : ℤ) : ℝ) := by
    rw [latticeNorm_sq]
    simp [latticeDot, latticeVec, fcc, mulVec, dotProduct, Fin.sum_univ_three]
    ring
  -- the squared length is an even integer, and it vanishes only at the origin
  have key : 1 ≤ m 0 ^ 2 + m 1 ^ 2 + m 2 ^ 2 + m 0 * m 1 + m 1 * m 2 + m 0 * m 2 := by
    by_contra hcon
    have hN : m 0 ^ 2 + m 1 ^ 2 + m 2 ^ 2 + m 0 * m 1 + m 1 * m 2 + m 0 * m 2 ≤ 0 := by omega
    have q1 := sq_nonneg (m 0 + m 1)
    have q2 := sq_nonneg (m 1 + m 2)
    have q3 := sq_nonneg (m 0 + m 2)
    have z1 : m 0 + m 1 = 0 := pow_eq_zero_iff two_ne_zero |>.mp (le_antisymm (by linarith) q1)
    have z2 : m 1 + m 2 = 0 := pow_eq_zero_iff two_ne_zero |>.mp (le_antisymm (by linarith) q2)
    have z3 : m 0 + m 2 = 0 := pow_eq_zero_iff two_ne_zero |>.mp (le_antisymm (by linarith) q3)
    have y0 : m 0 = 0 := by omega
    have y1 : m 1 = 0 := by omega
    have y2 : m 2 = 0 := by omega
    apply hm
    funext i
    fin_cases i
    · exact y0
    · exact y1
    · exact y2
  rw [e]
  exact_mod_cast (by linarith : (2 : ℤ) ≤ 2 * (m 0 ^ 2 + m 1 ^ 2 + m 2 ^ 2
      + m 0 * m 1 + m 1 * m 2 + m 0 * m 2))
```

Here $\det A=2$ and
$$\begin{aligned}\|Am\|^2&=(m_0+m_1)^2+(m_1+m_2)^2+(m_0+m_2)^2\\&=2(m_0^2+m_1^2+m_2^2+m_0m_1+m_1m_2+m_0m_2).\end{aligned}$$
This even integer vanishes only for $m=0$, so otherwise it is at least 2.

```lean
/-- For fcc no nonzero lattice vector lies below the bound of `exists_short_vector`, and the
first basis vector meets it with equality. -/
theorem fcc_sharp : (∀ m : Fin 3 → ℤ, m ≠ 0 → 2 * fcc.det ^ 2 ≤ latticeNorm fcc m ^ 6) ∧
    latticeNorm fcc ![1, 0, 0] ^ 6 = 2 * fcc.det ^ 2 := by
  rw [fcc_geometry.1]
  constructor
  · intro m hm
    have h := pow_le_pow_left₀ (by norm_num : (0 : ℝ) ≤ 2) (fcc_geometry.2 m hm) 3
    rw [← pow_mul] at h
    norm_num at h ⊢
    exact h
  · have h : latticeNorm fcc ![1, 0, 0] ^ 2 = 2 := by
      rw [latticeNorm_sq]
      simp [latticeDot, latticeVec, fcc, mulVec, dotProduct, Fin.sum_univ_three]
      norm_num
    calc latticeNorm fcc ![1, 0, 0] ^ 6 = (latticeNorm fcc ![1, 0, 0] ^ 2) ^ 3 := by ring
      _ = 2 * 2 ^ 2 := by rw [h]; norm_num
```

Cubing gives $\|Am\|^6\ge8=2\cdot2^2$, with equality at $m=(1,0,0)$.

```lean
/-- Equal spheres centred on the points of a lattice without overlap fill at most the fraction
π/(3√2) of the cell volume. -/
theorem packing_bound (A : Matrix (Fin 3) (Fin 3) ℝ) (hA : A.det ≠ 0) (r : ℝ) (hr : 0 ≤ r)
    (hsep : ∀ m : Fin 3 → ℤ, m ≠ 0 → 2 * r ≤ latticeNorm A m) :
    4 / 3 * π * r ^ 3 ≤ π / (3 * √2) * |A.det| := by
  obtain ⟨m, hm, hle⟩ := exists_short_vector A hA
  have h6 := (pow_le_pow_left₀ (by positivity) (hsep m hm) 6).trans hle
  have hs : √2 ^ 2 = (2 : ℝ) := Real.sq_sqrt (by norm_num)
  have hsq : (4 * √2 * r ^ 3) ^ 2 ≤ A.det ^ 2 := by
    have e : (4 * √2 * r ^ 3) ^ 2 = 32 * r ^ 6 := by linear_combination (16 * r ^ 6) * hs
    rw [e]
    linarith
  have hd : 4 * √2 * r ^ 3 ≤ |A.det| := (le_abs_self _).trans (sq_le_sq.mp hsq)
  calc 4 / 3 * π * r ^ 3 = π / (3 * √2) * (4 * √2 * r ^ 3) := by field_simp
    _ ≤ _ := mul_le_mul_of_nonneg_left hd (by positivity)
```

Spheres of radius $r$ may touch but not overlap when every nonzero lattice vector has length at least $2r$; this is `hsep`. The short vector gives $64r^6\le2(\det A)^2$, hence $4\sqrt2\,r^3\le|\det A|$. Multiplying by $\pi/(3\sqrt2)$ gives the bound.

```lean
/-- Spheres of radius √2/2 on the fcc lattice do not overlap and fill exactly the fraction
π/(3√2) of the cell volume. -/
theorem fcc_packing : (∀ m : Fin 3 → ℤ, m ≠ 0 → 2 * (√2 / 2) ≤ latticeNorm fcc m) ∧
    4 / 3 * π * (√2 / 2) ^ 3 = π / (3 * √2) * |fcc.det| := by
  have hs : √2 ^ 2 = (2 : ℝ) := Real.sq_sqrt (by norm_num)
  constructor
  · intro m hm
    have h : √2 ≤ latticeNorm fcc m :=
      Real.sqrt_le_iff.mpr ⟨norm_nonneg _, fcc_geometry.2 m hm⟩
    linarith
  · have h : π / (3 * √2) = π * √2 / 6 := by
      rw [div_eq_div_iff (by positivity) (by norm_num)]
      linear_combination (-3 * π) * hs
    rw [fcc_geometry.1, h, abs_of_pos (by norm_num : (0 : ℝ) < 2)]
    linear_combination (π * √2 / 6) * hs

end

end DensestLatticePacking
```

For fcc, $r=\sqrt2/2$ is allowed, and the sphere volume $\pi\sqrt2/3$ is the fraction $\pi/(3\sqrt2)\approx0.74$ of the cell volume 2.

```lean
#print axioms DensestLatticePacking.fcc_sharp
-- 'DensestLatticePacking.fcc_sharp' depends on axioms: [propext, Classical.choice, Quot.sound]
#print axioms DensestLatticePacking.packing_bound
-- 'DensestLatticePacking.packing_bound' depends on axioms: [propext, Classical.choice, Quot.sound]
#print axioms DensestLatticePacking.fcc_packing
-- 'DensestLatticePacking.fcc_packing' depends on axioms: [propext, Classical.choice, Quot.sound]
```

The same reduction works in the plane, though the file treats only three dimensions. A minimal basis has $2|h|\le a\le b$, so $(\det A)^2=ab-h^2\ge\tfrac34ab\ge\tfrac34a^2$. Equal non-overlapping discs centred on the points of a plane lattice therefore cover at most $\pi/(2\sqrt3)$ of the area, which the triangular lattice attains.
